# Almost conjugate subgroups of a finite group give coset matrices with equal characteristic polynomials

Take two sites and the move that exchanges them. The hopping matrix $\begin{pmatrix}0&1\\1&0\end{pmatrix}$ has as its trace the number of sites left in place, which is 0. Its powers have traces $2,0,2,0,\dots$, and these moments force the eigenvalues $1$ and $-1$. Counting fixed sites has determined the spectrum.

The physical question is when two networks of sites have the same one-electron levels. Here the sites are the cosets of subgroups $H$ and $K$ of a finite group $G$, and group elements move them. When the same group elements act with the same amplitudes on both coset spaces, the levels agree if $H$ and $K$ meet every conjugacy class of $G$ in equally many elements. The two-site case has $G$ of order two and $H=\{1\}$. The letter $H$ always denotes a subgroup, never a Hamiltonian.

In Lean 4 with Mathlib:

```lean
import Mathlib

open Polynomial
open scoped Classical Finset

namespace SunadaConstruction

noncomputable section

section Spectrum

variable {m n : Type*} [Fintype m] [DecidableEq m] [Fintype n] [DecidableEq n]
```

## From moments to the spectrum

Let $\lambda$ run over the eigenvalues of an $n\times n$ complex matrix $A$, with algebraic multiplicity. Then $\det p(A)=\prod_\lambda p(\lambda)$ for every polynomial $p$. A constant $c$ gives $c^n$ on both sides. Otherwise $p$ has a root $a$, so $p=(a-X)(-r)$, and $\det(a-A)=\prod_\lambda(a-\lambda)$. Induction on the degree handles $-r$.

```lean
/-- The determinant of a polynomial `p(A)` in a complex matrix is the product of `p` over the
eigenvalues of `A`, taken with algebraic multiplicity. -/
theorem det_aeval (A : Matrix n n ℂ) (p : ℂ[X]) :
    (aeval A p).det = (A.charpoly.roots.map fun z => p.eval z).prod := by
  have hc : A.charpoly.roots.card = A.charpoly.natDegree :=
    splits_iff_card_roots.1 (IsAlgClosed.splits _)
  induction hd : p.natDegree generalizing p with
  | zero =>
    obtain ⟨c, rfl⟩ : ∃ c, p = C c := ⟨_, eq_C_of_natDegree_eq_zero hd⟩
    simp [Algebra.algebraMap_eq_smul_one, hc, Matrix.charpoly_natDegree_eq_dim]
  | succ d ih =>
    -- split off one linear factor of `p`
    obtain ⟨a, ha⟩ := IsAlgClosed.exists_root p (fun h => by
      have := natDegree_eq_zero_iff_degree_le_zero.2 h.le
      omega)
    obtain ⟨r, rfl⟩ := dvd_iff_isRoot.2 ha
    have hr : r ≠ 0 := by
      rintro rfl
      simp at hd
    rw [natDegree_mul (X_sub_C_ne_zero a) hr, natDegree_X_sub_C] at hd
    have hq := ih (-r) (by rw [natDegree_neg]; omega)
    have hlin : (aeval A (C a - X)).det
        = (A.charpoly.roots.map fun z => (C a - X).eval z).prod := by
      have h1 : aeval A (C a - X) = Matrix.scalar n a - A := by
        rw [map_sub, aeval_C, aeval_X]; rfl
      rw [h1, ← Matrix.eval_charpoly]
      conv_lhs => rw [← prod_multiset_X_sub_C_of_monic_of_roots_card_eq A.charpoly_monic hc]
      simp [eval_multiset_prod, Multiset.map_map]
    have hp : (X - C a) * r = (C a - X) * (-r) := by ring
    rw [hp, map_mul, Matrix.det_mul, hlin, hq, ← Multiset.prod_map_mul]
    simp only [eval_mul]
```

Applied to $z-p$, this gives $\det(z-p(A))=\prod_\lambda(z-p(\lambda))$. The eigenvalues of $p(A)$ are therefore the $p(\lambda)$, and $\operatorname{tr}p(A)=\sum_\lambda p(\lambda)$.

```lean
/-- The trace of `p(A)` is the sum of `p` over the eigenvalues of `A`, taken with algebraic
multiplicity. -/
theorem trace_aeval (A : Matrix n n ℂ) (p : ℂ[X]) :
    (aeval A p).trace = (A.charpoly.roots.map fun z => p.eval z).sum := by
  have h : (aeval A p).charpoly
      = ((A.charpoly.roots.map fun z => p.eval z).map fun a => X - C a).prod := by
    refine Polynomial.funext fun z => ?_
    have h1 : Matrix.scalar n z - aeval A p = aeval A (C z - p) := by
      rw [map_sub, aeval_C]; rfl
    rw [Matrix.eval_charpoly, h1, det_aeval]
    simp [eval_multiset_prod, Multiset.map_map]
  rw [Matrix.trace_eq_sum_roots_charpoly, h, roots_multiset_prod_X_sub_C]
```

Suppose $\operatorname{tr}A^k=\operatorname{tr}B^k$ for all $k\ge0$. By linearity $\sum p(\lambda)$ agrees for $A$ and $B$, for every $p$. Fix $\mu$ and let $p=\prod_\nu(X-\nu)$, with $\nu$ running over the distinct eigenvalues of either matrix other than $\mu$. Only $\mu$ survives in the sums, so $m_A(\mu)\,p(\mu)=m_B(\mu)\,p(\mu)$, where $m$ denotes multiplicity. Since $p(\mu)\neq0$, the multiplicities agree, and so do the monic characteristic polynomials. Equal dimension is not assumed; it is the case $k=0$.

```lean
/-- Two complex matrices whose powers all have equal traces (equal spectral moments) have the
same characteristic polynomial. -/
theorem charpoly_eq_of_trace_pow (A : Matrix m m ℂ) (B : Matrix n n ℂ)
    (h : ∀ k : ℕ, (A ^ k).trace = (B ^ k).trace) : A.charpoly = B.charpoly := by
  have hsum (p : ℂ[X]) : (A.charpoly.roots.map fun z => p.eval z).sum
      = (B.charpoly.roots.map fun z => p.eval z).sum := by
    rw [← trace_aeval, ← trace_aeval, aeval_eq_sum_range, aeval_eq_sum_range]
    simp only [Matrix.trace_sum, Matrix.trace_smul, h]
  have hroots : A.charpoly.roots = B.charpoly.roots := by
    refine Multiset.ext.2 fun μ => ?_
    -- a polynomial that vanishes at every eigenvalue except `μ`
    let F := (A.charpoly.roots.toFinset ∪ B.charpoly.roots.toFinset).erase μ
    let p : ℂ[X] := ∏ ν ∈ F, (X - C ν)
    have hμ : p.eval μ ≠ 0 := by
      simp only [p, eval_prod, eval_sub, eval_X, eval_C]
      exact Finset.prod_ne_zero_iff.2 fun ν hν =>
        sub_ne_zero.2 (Finset.ne_of_mem_erase hν).symm
    have single (u : Multiset ℂ)
        (hu : u.toFinset ⊆ A.charpoly.roots.toFinset ∪ B.charpoly.roots.toFinset) :
        (u.map fun z => p.eval z).sum = (u.count μ : ℂ) * p.eval μ := by
      rw [Finset.sum_multiset_map_count, Finset.sum_eq_single μ, nsmul_eq_mul]
      · intro b hb hne
        have : p.eval b = 0 := by
          simp only [p, eval_prod, eval_sub, eval_X, eval_C]
          exact Finset.prod_eq_zero (Finset.mem_erase.2 ⟨hne, hu hb⟩) (sub_self b)
        rw [this, smul_zero]
      · intro hb
        rw [Multiset.count_eq_zero.2 (fun h' => hb (Multiset.mem_toFinset.2 h')), zero_smul]
    have := hsum p
    rw [single _ Finset.subset_union_left, single _ Finset.subset_union_right] at this
    exact_mod_cast mul_right_cancel₀ hμ this
  rw [← prod_multiset_X_sub_C_of_monic_of_roots_card_eq A.charpoly_monic
      (splits_iff_card_roots.1 (IsAlgClosed.splits _)), hroots,
    prod_multiset_X_sub_C_of_monic_of_roots_card_eq B.charpoly_monic
      (splits_iff_card_roots.1 (IsAlgClosed.splits _))]

end Spectrum
```

## Hopping on cosets

The hypothesis compares $|H\cap c|$ with $|K\cap c|$ for each conjugacy class $c$, an element of `ConjClasses G`.

```lean
variable {G : Type*} [Group G] [Fintype G]

/-- Two subgroups are almost conjugate if they meet every conjugacy class in equally many
elements. -/
def AlmostConjugate (H K : Subgroup G) : Prop :=
  ∀ c : ConjClasses G, #{h : G | h ∈ H ∧ ConjClasses.mk h = c}
    = #{h : G | h ∈ K ∧ ConjClasses.mk h = c}
```

Give each $g\in G$ a complex amplitude $w(g)$ and set $M_H(w)_{xy}=\sum_{g:\,gx=y}w(g)$. The matrix is Hermitian, as a Hamiltonian must be, if $w(g^{-1})=\overline{w(g)}$ for all $g$; the theorems do not need this. Rows are starting sites, the transpose of the usual $\langle y|\hat h|x\rangle$; the characteristic polynomial is the same.

```lean
/-- The hopping matrix on the cosets of `H`: each group element `g` carries `x` to `g x` with
amplitude `w g`. -/
def hopping (H : Subgroup G) (w : G → ℂ) : Matrix (G ⧸ H) (G ⧸ H) ℂ :=
  Matrix.of fun x y => ∑ g, if g • x = y then w g else 0
```

For a subset $S$ of $G$, the integer matrix counts the $s\in S$ with $sx=y$. If $S$ contains the inverse of each of its elements, the matrix is symmetric and describes a network, possibly with loops and parallel edges.

```lean
/-- The matrix on the cosets of `H` that counts the `s` in `S` with `s x = y`. -/
def countMatrix (S : Finset G) (H : Subgroup G) : Matrix (G ⧸ H) (G ⧸ H) ℤ :=
  Matrix.of fun x y => (#{s ∈ S | s • x = y} : ℤ)
```

## Counting fixed cosets

Count the $a\in G$ with $a^{-1}ga\in H$, which is the condition $g\,aH=aH$. Each fixed coset contributes $|H|$ such elements. Alternatively, sort them by the value $h=a^{-1}ga$. If $h=c^{-1}gc$, then $a$ gives $h$ exactly when $ac^{-1}$ commutes with $g$. With $\mathrm{fix}_H(g)$ the number of cosets of $H$ fixed by $g$, $C(g)$ the centralizer and $[g]$ the conjugacy class of $g$,
$$|H|\,\mathrm{fix}_H(g)=|C(g)|\,|H\cap[g]|.$$
Both counts use `Finset.card_eq_sum_card_fiberwise`.

```lean
/-- The order of `H` times the number of cosets fixed by `g` is the number of elements commuting
with `g` times the number of elements of `H` conjugate to `g`. -/
theorem card_mul_fixed (H : Subgroup G) (g : G) :
    #{h : G | h ∈ H} * #{x : G ⧸ H | g • x = x}
      = #{a : G | a⁻¹ * g * a = g} * #{h : G | h ∈ H ∧ ConjClasses.mk h = ConjClasses.mk g} := by
  have hfix (a : G) : g • (a : G ⧸ H) = a ↔ a⁻¹ * g * a ∈ H := by
    rw [eq_comm, mul_assoc]
    exact QuotientGroup.eq
  -- count the `a` with `a⁻¹ g a ∈ H`, first by the coset of `a`, then by the value `a⁻¹ g a`
  trans #{a : G | a⁻¹ * g * a ∈ H}
  · rw [Finset.card_eq_sum_card_fiberwise (s := {a : G | a⁻¹ * g * a ∈ H})
      (f := fun a : G => (a : G ⧸ H)) (t := {x : G ⧸ H | g • x = x})
      (fun a ha => Finset.mem_coe.2 (Finset.mem_filter.2 ⟨Finset.mem_univ _,
        (hfix a).2 (Finset.mem_filter.1 (Finset.mem_coe.1 ha)).2⟩)),
      Finset.sum_const_nat (m := #{h : G | h ∈ H}), mul_comm]
    intro x hx
    obtain ⟨b, rfl⟩ := QuotientGroup.mk_surjective x
    have hb : g • (b : G ⧸ H) = b := (Finset.mem_filter.1 hx).2
    symm
    refine Finset.card_bij (fun h _ => b * h) ?_ (fun _ _ _ _ e => mul_left_cancel e) ?_
    · intro h hh
      have e : ((b * h : G) : G ⧸ H) = b :=
        (QuotientGroup.eq.2 (by simpa using hh)).symm
      simp only [Finset.mem_filter, Finset.mem_univ, true_and]
      exact ⟨(hfix _).1 (by rw [e, hb]), e⟩
    · intro a ha
      have e : (a : G ⧸ H) = b := (Finset.mem_filter.1 ha).2
      exact ⟨b⁻¹ * a, by simpa using QuotientGroup.eq.1 e.symm, by group⟩
  · rw [Finset.card_eq_sum_card_fiberwise (f := fun a : G => a⁻¹ * g * a)
      (t := {h : G | h ∈ H ∧ ConjClasses.mk h = ConjClasses.mk g}) (fun a ha => by
        have ha' : a⁻¹ * g * a ∈ H := by simpa using ha
        have hc : IsConj (a⁻¹ * g * a) g := isConj_iff.2 ⟨a, by group⟩
        simpa using ⟨ha', ConjClasses.mk_eq_mk_iff_isConj.2 hc⟩),
      Finset.sum_const_nat (m := #{a : G | a⁻¹ * g * a = g}), mul_comm]
    intro h hh
    obtain ⟨hH, hc⟩ := (Finset.mem_filter.1 hh).2
    obtain ⟨c, rfl⟩ := isConj_iff.1 (ConjClasses.mk_eq_mk_iff_isConj.1 hc)
    symm
    refine Finset.card_bij (fun a _ => a * c) ?_ (fun _ _ _ _ e => mul_right_cancel e) ?_
    · intro a ha
      have e : a⁻¹ * (c * h * c⁻¹) * a = c * h * c⁻¹ := (Finset.mem_filter.1 ha).2
      have e2 : (a * c)⁻¹ * (c * h * c⁻¹) * (a * c) = h := by
        calc _ = c⁻¹ * (a⁻¹ * (c * h * c⁻¹) * a) * c := by group
          _ = h := by rw [e]; group
      simp only [Finset.mem_filter, Finset.mem_univ, true_and]
      exact ⟨by rw [e2]; exact hH, e2⟩
    · intro a ha
      have e : a⁻¹ * (c * h * c⁻¹) * a = h := (Finset.mem_filter.1 ha).2
      refine ⟨a * c⁻¹, ?_, by group⟩
      simp only [Finset.mem_filter, Finset.mem_univ, true_and]
      calc _ = c * (a⁻¹ * (c * h * c⁻¹) * a) * c⁻¹ := by group
        _ = _ := by rw [e]
```

Summing the hypothesis over all classes gives $|H|=|K|$. Cancelling this positive number leaves $\mathrm{fix}_H(g)=\mathrm{fix}_K(g)$.

```lean
/-- Every group element fixes equally many cosets of two almost conjugate subgroups. -/
theorem AlmostConjugate.fixed_eq {H K : Subgroup G} (hHK : AlmostConjugate H K) (g : G) :
    #{x : G ⧸ H | g • x = x} = #{x : G ⧸ K | g • x = x} := by
  have hcard (L : Subgroup G) : #{h : G | h ∈ L}
      = ∑ c : ConjClasses G, #{h : G | h ∈ L ∧ ConjClasses.mk h = c} := by
    rw [Finset.card_eq_sum_card_fiberwise (f := ConjClasses.mk) (t := Finset.univ)
      (fun _ _ => by simp)]
    simp only [Finset.filter_filter]
  have hord : #{h : G | h ∈ H} = #{h : G | h ∈ K} := by
    rw [hcard, hcard]
    exact Finset.sum_congr rfl fun c _ => hHK c
  have hpos : 0 < #{h : G | h ∈ K} := Finset.card_pos.2 ⟨1, by simp [K.one_mem]⟩
  have h1 := card_mul_fixed H g
  rw [hHK, ← card_mul_fixed K g, hord] at h1
  exact Nat.eq_of_mul_eq_mul_left hpos h1
```

## Equal traces of all powers

A hop by $g$ followed by one by $h$ is a hop by $a=hg$. Hence $M_H(u)M_H(w)=M_H(v)$ with $v(a)=\sum_g u(g)\,w(ag^{-1})$. The zeroth power has amplitude 1 at the identity and 0 elsewhere.

The order of quantifiers, `∃ u : G → ℂ, ∀ H : Subgroup G`, carries the argument. One amplitude function serves every subgroup, so `obtain ⟨u, hu⟩` yields a single `u` for both coset spaces. In the reverse order, `u` could vary with the subgroup and the traces could not be compared.

```lean
/-- Every power of a hopping matrix is again a hopping matrix, with amplitudes that do not depend
on the subgroup. -/
theorem hopping_pow (w : G → ℂ) (k : ℕ) :
    ∃ u : G → ℂ, ∀ H : Subgroup G, hopping H w ^ k = hopping H u := by
  induction k with
  | zero =>
    refine ⟨fun g => if g = 1 then 1 else 0, fun H => ?_⟩
    ext x y
    simp only [pow_zero, hopping, Matrix.of_apply, Matrix.one_apply]
    rw [Finset.sum_eq_single 1 (fun g _ hg => by simp [hg]) (by simp)]
    simp
  | succ k ih =>
    obtain ⟨u, hu⟩ := ih
    -- successive hops convolve the amplitudes
    refine ⟨fun a => ∑ g, u g * w (a * g⁻¹), fun H => ?_⟩
    rw [pow_succ, hu]
    ext x y
    simp only [hopping, Matrix.mul_apply, Matrix.of_apply]
    trans ∑ g, ∑ h, if h • g • x = y then u g * w h else 0
    · simp only [Finset.sum_mul]
      rw [Finset.sum_comm]
      refine Finset.sum_congr rfl fun g _ => ?_
      rw [Finset.sum_eq_single (g • x) (fun z _ hz => by rw [if_neg hz.symm, zero_mul])
        (by simp), if_pos rfl, Finset.mul_sum]
      simp only [mul_ite, mul_zero]
    · trans ∑ g, ∑ a, if a • x = y then u g * w (a * g⁻¹) else 0
      · refine Finset.sum_congr rfl fun g _ => ?_
        exact Fintype.sum_equiv (Equiv.mulRight g) _ _ fun h => by simp [mul_smul]
      · rw [Finset.sum_comm]
        refine Finset.sum_congr rfl fun a _ => ?_
        split_ifs <;> simp
```

Summing the diagonal gives $\operatorname{tr}M_H(u)=\sum_g \mathrm{fix}_H(g)\,u(g)$, which is the same for $K$. All moments agree, and hence the characteristic polynomials do.

```lean
/-- For almost conjugate subgroups and any complex amplitudes on the group, the hopping matrices
on the two coset spaces have equal characteristic polynomials. -/
theorem hopping_charpoly_eq {H K : Subgroup G} (hHK : AlmostConjugate H K) (w : G → ℂ) :
    (hopping H w).charpoly = (hopping K w).charpoly := by
  have htr (L : Subgroup G) (u : G → ℂ) :
      (hopping L u).trace = ∑ g, (#{x : G ⧸ L | g • x = x} : ℂ) * u g := by
    simp only [Matrix.trace, Matrix.diag_apply, hopping, Matrix.of_apply]
    rw [Finset.sum_comm]
    refine Finset.sum_congr rfl fun g _ => ?_
    rw [← Finset.sum_filter, Finset.sum_const, nsmul_eq_mul]
  refine charpoly_eq_of_trace_pow _ _ fun k => ?_
  obtain ⟨u, hu⟩ := hopping_pow w k
  rw [hu, hu, htr, htr]
  simp only [hHK.fixed_eq]
```

Let $w$ be 1 on $S$ and 0 elsewhere. The complex matrix is then the counting matrix, and equality descends to integer polynomials because $\mathbb Z\to\mathbb C$ is injective.

```lean
/-- Sunada construction: for almost conjugate subgroups `H`, `K` of a finite group and any subset
`S`, the matrices counting `s` in `S` with `s x = y` on the cosets of `H` and of `K` have equal
characteristic polynomials. -/
theorem sunada {H K : Subgroup G} (hHK : AlmostConjugate H K) (S : Finset G) :
    (countMatrix S H).charpoly = (countMatrix S K).charpoly := by
  have hmap (L : Subgroup G) : (countMatrix S L).map (Int.castRingHom ℂ)
      = hopping L fun g => if g ∈ S then 1 else 0 := by
    ext x y
    have h (g : G) : (if g • x = y then (if g ∈ S then (1 : ℂ) else 0) else 0)
        = if g ∈ S then (if g • x = y then 1 else 0) else 0 := by
      split_ifs <;> rfl
    simp only [hopping, Matrix.of_apply, h, Finset.sum_ite_mem, Finset.univ_inter]
    simp [countMatrix]
  apply Polynomial.map_injective (Int.castRingHom ℂ) Int.cast_injective
  rw [← Matrix.charpoly_map, ← Matrix.charpoly_map, hmap, hmap, hopping_charpoly_eq hHK]
```

Take non-interacting electrons, one orthonormal orbital per site and a Hamiltonian of Hückel type, $\alpha+\beta A$, where $A$ is a symmetric counting matrix. For the same $S$, $\alpha$ and $\beta$, the networks on the cosets of $H$ and of $K$ then have the same orbital energies. Here each loop adds $\beta$ to the energy of its site, and $m$ parallel edges between two sites give the hopping amplitude $m\beta$; the usual Hückel matrix is the case without loops or parallel edges. Parallel edges are not the double and triple bonds of chemistry. That a given molecule has a Hamiltonian of this form is a separate assumption. Sunada's name is best known from isospectral manifolds; the matrices here are finite.

The hypothesis could also have been modelled as an isomorphism of the permutation representations on the two coset spaces. One invertible matrix would then intertwine the hopping matrices for all $w$ at once, giving similarity, which for non-diagonalizable matrices is more than equal characteristic polynomials.

## Two four-groups that are not conjugate

Conjugate subgroups satisfy the hypothesis trivially. For a less trivial pair, let $G$ be the group of all 720 permutations of six sites numbered 0 to 5, and take double exchanges among them. These six sites are not the sites of the networks, which are still the cosets: both subgroups below have order 4, so each network has $720/4=180$ sites.

```lean
/-- The exchange of sites `k, l` followed by that of sites `i, j`, among six sites. It is a double
exchange when the four sites are distinct. -/
def exch (i j k l : Fin 6) : Equiv.Perm (Fin 6) := Equiv.swap i j * Equiv.swap k l
```

A finite set of permutations containing 1 and closed under products and inverses is a subgroup.

```lean
/-- A finite set of site permutations that contains the identity and is closed under products and
inverses, as a subgroup. -/
def ofFinset (s : Finset (Equiv.Perm (Fin 6))) (h1 : 1 ∈ s)
    (hm : ∀ x ∈ s, ∀ y ∈ s, x * y ∈ s) (hi : ∀ x ∈ s, x⁻¹ ∈ s) :
    Subgroup (Equiv.Perm (Fin 6)) where
  carrier := {g | g ∈ s}
  one_mem' := h1
  mul_mem' := by
    intro x y hx hy
    exact hm x hx y hy
  inv_mem' := by
    intro x hx
    exact hi x hx
```

The first group pairs up sites 0 to 3 in all three ways and fixes 4 and 5.

```lean
/-- The four-group of double exchanges among the sites 0, 1, 2, 3. -/
def fourSites : Subgroup (Equiv.Perm (Fin 6)) :=
  ofFinset {1, exch 0 1 2 3, exch 0 2 1 3, exch 0 3 1 2}
    (by decide +kernel) (by decide +kernel) (by decide +kernel)
```

In the second, each element other than the identity picks two of the pairs 01, 23, 45 and exchanges the two sites within each.

```lean
/-- The four-group of double exchanges built from the pairs 01, 23 and 45. -/
def threePairs : Subgroup (Equiv.Perm (Fin 6)) :=
  ofFinset {1, exch 0 1 2 3, exch 0 1 4 5, exch 2 3 4 5}
    (by decide +kernel) (by decide +kernel) (by decide +kernel)
```

Each group consists of the identity and three double exchanges, and all double exchanges used are conjugate, so the class counts agree. If $g$ conjugated the first group into the second, every element of the second would fix site $g(4)$, but no site is fixed by all of them. `decide +kernel` checks the finite permutation facts. Non-conjugate subgroups need not give different networks for every $S$: the empty set gives zero matrices on both sides.

```lean
/-- The two four-groups `fourSites` and `threePairs` are almost conjugate in the permutations of
six sites, but no permutation conjugates one into the other. -/
theorem almostConjugate_witness : AlmostConjugate fourSites threePairs ∧
    ¬ ∃ g : Equiv.Perm (Fin 6), ∀ h, h ∈ fourSites ↔ g * h * g⁻¹ ∈ threePairs := by
  constructor
  · intro c
    have conj (b t : Equiv.Perm (Fin 6)) (h : t * exch 0 1 2 3 * t⁻¹ = b) :
        ConjClasses.mk b = ConjClasses.mk (exch 0 1 2 3) :=
      (ConjClasses.mk_eq_mk_iff_isConj.2 (isConj_iff.2 ⟨t, h⟩)).symm
    have e1 := conj (exch 0 2 1 3) (Equiv.swap 1 2) (by decide +kernel)
    have e2 := conj (exch 0 3 1 2) (Equiv.swap 1 3) (by decide +kernel)
    have e3 := conj (exch 0 1 4 5) (exch 2 4 3 5) (by decide +kernel)
    have e4 := conj (exch 2 3 4 5) (exch 0 4 1 5) (by decide +kernel)
    have hF : ({h | h ∈ fourSites ∧ ConjClasses.mk h = c} : Finset (Equiv.Perm (Fin 6)))
        = ({1, exch 0 1 2 3, exch 0 2 1 3, exch 0 3 1 2} : Finset _).filter
          (fun h => ConjClasses.mk h = c) := by
      ext h
      rw [Finset.mem_filter, Finset.mem_filter]
      exact ⟨fun q => q.2, fun q => ⟨Finset.mem_univ _, q⟩⟩
    have hP : ({h | h ∈ threePairs ∧ ConjClasses.mk h = c} : Finset (Equiv.Perm (Fin 6)))
        = ({1, exch 0 1 2 3, exch 0 1 4 5, exch 2 3 4 5} : Finset _).filter
          (fun h => ConjClasses.mk h = c) := by
      ext h
      rw [Finset.mem_filter, Finset.mem_filter]
      exact ⟨fun q => q.2, fun q => ⟨Finset.mem_univ _, q⟩⟩
    -- the general definition carries another decidability instance
    suffices key : #({h | h ∈ fourSites ∧ ConjClasses.mk h = c} : Finset (Equiv.Perm (Fin 6)))
        = #({h | h ∈ threePairs ∧ ConjClasses.mk h = c} : Finset (Equiv.Perm (Fin 6))) by
      convert key
    rw [hF, hP, Finset.card_filter, Finset.card_filter]
    rw [Finset.sum_insert (by decide +kernel), Finset.sum_insert (by decide +kernel),
      Finset.sum_insert (by decide +kernel), Finset.sum_singleton,
      Finset.sum_insert (by decide +kernel), Finset.sum_insert (by decide +kernel),
      Finset.sum_insert (by decide +kernel), Finset.sum_singleton, e1, e2, e3, e4]
  · rintro ⟨g, hg⟩
    -- `fourSites` fixes site 4, so `threePairs` would have to fix site `g 4`
    have h4 : ∀ x ∈ ({1, exch 0 1 2 3, exch 0 2 1 3, exch 0 3 1 2} : Finset _),
        x 4 = 4 := by decide +kernel
    have hfix (k : Equiv.Perm (Fin 6)) (hk : k ∈ threePairs) : k (g 4) = g 4 := by
      have hm : g⁻¹ * k * g ∈ fourSites := (hg _).2 (by
        have e : g * (g⁻¹ * k * g) * g⁻¹ = k := by group
        rwa [e])
      have e : g * (g⁻¹ * k * g) = k * g := by group
      have e' := congrArg (fun q : Equiv.Perm (Fin 6) => q 4) e
      simp only [Equiv.Perm.mul_apply] at e'
      have h5 := h4 _ hm
      simp only [Equiv.Perm.mul_apply] at h5
      rw [← e', h5]
    have hmove : ∀ i : Fin 6, exch 0 1 2 3 i ≠ i ∨ exch 0 1 4 5 i ≠ i := by decide +kernel
    have m1 : exch 0 1 2 3 ∈ ({1, exch 0 1 2 3, exch 0 1 4 5, exch 2 3 4 5} : Finset _) := by
      simp
    have m2 : exch 0 1 4 5 ∈ ({1, exch 0 1 2 3, exch 0 1 4 5, exch 2 3 4 5} : Finset _) := by
      simp
    exact (hmove (g 4)).elim (fun h => h (hfix _ m1)) (fun h => h (hfix _ m2))

end

end SunadaConstruction
```

```lean
#print axioms SunadaConstruction.sunada
```

```
'SunadaConstruction.sunada' depends on axioms: [propext, Classical.choice, Quot.sound]
```
